# Writing a finite-dimensional ensemble average as a sum of expectations in unnormalised vectors

In a finite-dimensional state space, let `ρ` be a positive semidefinite matrix, whose trace need not be one. The theorem says that there are vectors v_k, as many as the dimension, such that for every complex matrix A the real part of Tr(Aρ) is the sum over k of the real parts of ⟨v_k, A v_k⟩. The vectors don't depend on A and need not be normalised, and the expectations are not divided by the squared norms, so any weights are carried by the lengths of the vectors. The attempt means to factor `ρ` as `Bᴴ * B`, take the complex conjugates of the rows of `B` as the vectors, and compare the two sides entry by entry.

The first attempt, which Lean rejects:

```lean
import Mathlib

open Matrix
open scoped ComplexOrder

namespace ExistsDecomposition

noncomputable section

variable {n : Type*} [Fintype n] [DecidableEq n]
  {H O : Matrix n n ℂ} {K : Submodule ℂ (n → ℂ)}

/-- The real part of `⟨x, A x⟩`, for a vector `x` that need not be normalised. -/
def expect (A : Matrix n n ℂ) (x : n → ℂ) : ℝ := (star x ⬝ᵥ A *ᵥ x).re

/-- The real part of the ensemble average `Tr(A ρ)`. -/
def average (A ρ : Matrix n n ℂ) : ℝ := (A * ρ).trace.re

/-- Averages in a positive semidefinite `ρ` are sums of expectations in unnormalised vectors, the
same vectors for every matrix `A` that is averaged. -/
theorem exists_decomposition {ρ : Matrix n n ℂ} (hρ : ρ.PosSemidef) :
    ∃ v : n → n → ℂ, ∀ A, average A ρ = ∑ k, expect A (v k) := by
  obtain ⟨B, rfl⟩ := posSemidef_iff_eq_conjTranspose_mul_self.mp hρ
  refine ⟨fun k i => star (B k i), fun A => ?_⟩
  unfold average expect
  rw [← Complex.re_sum, ← Matrix.mul_assoc, trace_mul_comm]
  simp only [trace, diag_apply, mul_apply, conjTranspose_apply, dotProduct, mulVec,
    Pi.star_apply, star_star]

end

end ExistsDecomposition
```

Messages:

```
Main.lean:23:21: error(lean.unknownIdentifier): Unknown identifier `posSemidef_iff_eq_conjTranspose_mul_self.mp`
Main.lean:23:9: error: Tactic `rcases` failed: `x✝ : ?m.24` is not an inductive datatype
```

The mended proof, as a diff:

```diff
@@ -21,10 +21,32 @@
 theorem exists_decomposition {ρ : Matrix n n ℂ} (hρ : ρ.PosSemidef) :
     ∃ v : n → n → ℂ, ∀ A, average A ρ = ∑ k, expect A (v k) := by
-  obtain ⟨B, rfl⟩ := posSemidef_iff_eq_conjTranspose_mul_self.mp hρ
-  refine ⟨fun k i => star (B k i), fun A => ?_⟩
-  unfold average expect
-  rw [← Complex.re_sum, ← Matrix.mul_assoc, trace_mul_comm]
-  simp only [trace, diag_apply, mul_apply, conjTranspose_apply, dotProduct, mulVec,
-    Pi.star_apply, star_star]
+  have hl := hρ.eigenvalues_nonneg
+  obtain ⟨b, hb⟩ : ∃ b : OrthonormalBasis n ℂ (EuclideanSpace ℂ n), ∀ k,
+      ρ *ᵥ (b k).ofLp = hρ.isHermitian.eigenvalues k • (b k).ofLp :=
+    ⟨hρ.isHermitian.eigenvectorBasis, fun k => hρ.isHermitian.mulVec_eigenvectorBasis k⟩
+  obtain ⟨U, hUd⟩ : ∃ U : Matrix n n ℂ, ∀ i k, U i k = (b k).ofLp i :=
+    ⟨fun i k => (b k).ofLp i, fun _ _ => rfl⟩
+  have hU : Uᴴ * U = 1 := by
+    ext i j
+    rw [one_apply]
+    refine Eq.trans ?_ (orthonormal_iff_ite.mp b.orthonormal i j)
+    rw [PiLp.inner_apply, mul_apply]
+    refine Finset.sum_congr rfl fun k _ => ?_
+    simp [hUd, RCLike.inner_apply, mul_comm]
+  -- evaluate the trace in the eigenbasis of `ρ`
+  have tr : ∀ M : Matrix n n ℂ, M.trace = ∑ k, star (b k).ofLp ⬝ᵥ M *ᵥ (b k).ofLp := by
+    intro M
+    have h : M.trace = (Uᴴ * (M * U)).trace := by
+      rw [trace_mul_comm, Matrix.mul_assoc, mul_eq_one_comm.1 hU, Matrix.mul_one]
+    rw [h]
+    simp only [trace, diag_apply, mul_apply, conjTranspose_apply, hUd, dotProduct, mulVec,
+      Pi.star_apply]
+  refine ⟨fun k => ((√(hρ.isHermitian.eigenvalues k) : ℝ) : ℂ) • (b k).ofLp, fun A => ?_⟩
+  rw [average, tr, Complex.re_sum]
+  refine Finset.sum_congr rfl fun k _ => ?_
+  rw [← mulVec_mulVec, hb, mulVec_smul, dotProduct_smul, Complex.smul_re, smul_eq_mul]
+  simp only [expect, star_smul, mulVec_smul, smul_dotProduct, dotProduct_smul, smul_eq_mul,
+    Complex.star_def, Complex.conj_ofReal, Complex.re_ofReal_mul]
+  rw [← mul_assoc, Real.mul_self_sqrt (hl k)]
 
 end
```

Diagnosis. The first message says that Lean finds no lemma called `posSemidef_iff_eq_conjTranspose_mul_self` here, even with the namespace `Matrix` open. The second follows from it: without the lemma, the term given to `obtain` has no known type, so there is nothing to split into `B` and an equation. The messages don't tell whether the rest of the old proof would have worked.

The repair does without the factorisation. It takes an orthonormal eigenbasis b_k of `ρ` from `hρ.isHermitian`, and shows in `tr` that the trace of any matrix M is the sum of ⟨b_k, M b_k⟩. With M = Aρ, each term becomes the eigenvalue λ_k times ⟨b_k, A b_k⟩. The new vectors are √λ_k b_k, whose two factors √λ_k multiply to λ_k by `Real.mul_self_sqrt`. That step needs λ_k ≥ 0, which `hρ.eigenvalues_nonneg` supplies.
